# Particle-number parity fixes the optimal flux of free spinless fermions on a partly filled ring

## Why does a fourth electron move the energy minimum?

I have a ring of six identical sites threaded by a magnetic flux, with spinless electrons that hop between neighbours and don't interact. With three electrons the ground energy is lowest at zero flux: it is \(-4\) in units of the hopping amplitude. With four, zero flux gives \(-3\), but half a flux quantum gives \(-2\sqrt3\approx-3.46\). So the fourth electron makes the ring prefer a flux. Is this an accident of six sites and these fillings, or does only the parity of the electron number matter?

## Only the parity matters, unless the band is empty or full

For free spinless fermions on a uniform ring whose only hopping term is \(-t\) between nearest neighbours, with \(t>0\), an odd number prefers an integer number of flux quanta and an even number prefers a half-integer number, whatever the ring size, as long as the band is neither empty nor full.

Let \(N\) be the number of sites and \(P\) the number of fermions (many texts use \(N\) for the particles), with \(1\le P<N\). Let \(\varphi\) be \(2\pi\) times the flux in flux quanta (\(h/e\) for electrons); this phase is spread evenly over the bonds. The sign of the hopping matters: for \(t<0\) the two preferences are exchanged when \(N\) is odd. In units of the hopping amplitude \(t>0\), which sets the kinetic energy scale, the orbital energies are

\[
\varepsilon_m=-2\cos\theta_m,\qquad \theta_m=\frac{2\pi m+\varphi}{N},\qquad 0\le m<N .
\]

**Which orbitals are filled.** The energy depends on \(m\) only modulo \(N\), so any \(N\) consecutive integers label all the orbitals. Choose the integer \(a\) (a label, not a lattice spacing) with

\[
-\pi P\le 2\pi a+\varphi<-\pi P+2\pi .
\]

For \(0\le j<P\), the angle \(\theta_{a+j}\) lies between \(-\pi P/N\) and \(\pi P/N\), so its energy is at most \(\mu=-2\cos(\pi P/N)\). For \(P\le j<N\), the angle lies between \(\pi P/N\) and \(2\pi-\pi P/N\), so the energy is at least \(\mu\).

Let \(W\) be the first group and \(S\) any other choice of \(P\) orbitals. The sets \(W\setminus S\) and \(S\setminus W\) have equal size, and therefore

\[
\sum_{W\setminus S}\varepsilon_m\le |W\setminus S|\,\mu=|S\setminus W|\,\mu\le\sum_{S\setminus W}\varepsilon_m .
\]

Adding the shared orbitals shows that \(W\) has the lowest energy.

**What they cost.** Put \(x=(2\pi a+\varphi)/N\). From

\[
2\sin\frac{\pi}{N}\cos\Big(x+\frac{2\pi j}{N}\Big)=\sin\Big(x+\frac{(2j+1)\pi}{N}\Big)-\sin\Big(x+\frac{(2j-1)\pi}{N}\Big)
\]

the sum over \(0\le j<P\) telescopes to

\[
\sin\Big(x+\frac{(2P-1)\pi}{N}\Big)-\sin\Big(x-\frac{\pi}{N}\Big)
=2\sin\frac{\pi P}{N}\cos\Big(x+\frac{(P-1)\pi}{N}\Big).
\]

The ground energy is therefore

\[
E=-\frac{2\sin(\pi P/N)}{\sin(\pi/N)}\cos\frac{\delta}{N},\qquad \delta=\varphi+(P-1)\pi+2\pi a,
\]

and the choice of \(a\) gives \(|\delta|\le\pi\).

**Which flux is best.** The prefactor is negative and the cosine is at most 1, so

\[
E\ge-\frac{2\sin(\pi P/N)}{\sin(\pi/N)} .
\]

Equality needs \(\cos(\delta/N)=1\). Since \(|\delta/N|\le\pi/N\), this means \(\delta=0\), and then \(\varphi-(P-1)\pi=-2\pi(a+P-1)\) is a multiple of \(2\pi\). Conversely, if \(\varphi-(P-1)\pi\) is a multiple of \(2\pi\), so is \(\delta\), and \(|\delta|\le\pi\) leaves only \(\delta=0\).

The smallest case is \(N=2\), \(P=1\), where two bonds join the two sites. The levels are \(\mp2\cos(\varphi/2)\), the lower one is \(-2|\cos(\varphi/2)|\), and it reaches the bound \(-2\) exactly when \(\varphi\) is a multiple of \(2\pi\).

## The ring in Lean's terms

`level N φ m` is \(\varepsilon_m\), defined for every integer `m`. `energies N P φ` collects the total energies of all sets of `P` distinct labels from 0 to \(N-1\); the distinctness is the Pauli principle. `groundEnergy` is the infimum of that collection, and `exists_isLeast` shows that it is attained.

`leggett_parity` states the bound and the equality condition for every real `φ`. The hypothesis `P < N` matters: a full band with \(P=N\ge2\) has total energy zero at every flux, so no flux is singled out. `no_common_optimal_flux` says that no flux attains the bound for both `P` and `P + 1` fermions when `P + 1 < N`. `even_half_flux_lt` says that for even `P` half a flux quantum gives a strictly lower energy than zero flux, as you found for four electrons.

Leggett's name is usually attached to a parity rule for interacting fermions in one dimension; the theorem here treats free ones on a uniform ring, without spin, disorder or temperature. The step from the hopping Hamiltonian to these sums of orbital energies is taken as the starting point and is not derived in Lean.

```lean
import Mathlib

open Real

namespace LeggettParity

/-- Energy of the ring orbital with label `m` on `N ≥ 1` sites with flux phase `φ`,
in units of the hopping amplitude. -/
noncomputable def level (N : ℕ) (φ : ℝ) (m : ℤ) : ℝ :=
  -2 * cos ((2 * π * m + φ) / N)

/-- The total energies of `P` free fermions that occupy distinct orbitals `0 ≤ m < N`. -/
def energies (N P : ℕ) (φ : ℝ) : Set ℝ :=
  {E | ∃ S : Finset ℤ, S ⊆ Finset.Ico 0 (N : ℤ) ∧ S.card = P ∧ ∑ m ∈ S, level N φ m = E}

/-- The ground energy of `P ≤ N` free fermions on a ring of `N ≥ 1` sites with flux phase `φ`. -/
noncomputable def groundEnergy (N P : ℕ) (φ : ℝ) : ℝ := sInf (energies N P φ)

/-- On a ring with at least one site, orbital labels that agree modulo `N` have the same energy. -/
theorem level_emod {N : ℕ} (hN : 0 < N) (φ : ℝ) (m : ℤ) :
    level N φ (m % (N : ℤ)) = level N φ m := by
  have hN' : (N : ℝ) ≠ 0 := by positivity
  have h := Int.emod_def m (N : ℤ)
  generalize m / (N : ℤ) = q at h
  have e : (2 * π * ((m - (N : ℤ) * q : ℤ) : ℝ) + φ) / N
      = (2 * π * m + φ) / N - (q : ℝ) * (2 * π) := by
    push_cast
    field_simp
    ring
  rw [h, level, level, e, Real.cos_sub_int_mul_two_pi]

/-- Aufbau principle: if the levels in `W` lie at or below `μ` and those of `S` outside `W` lie
at or above `μ`, then filling `W` costs no more than filling `S` with equally many particles. -/
theorem aufbau {ι : Type*} [DecidableEq ι] (e : ι → ℝ) (μ : ℝ) {W S : Finset ι}
    (hc : W.card = S.card) (hW : ∀ m ∈ W, e m ≤ μ) (hS : ∀ m ∈ S, m ∉ W → μ ≤ e m) :
    ∑ m ∈ W, e m ≤ ∑ m ∈ S, e m := by
  have h1 : ∑ m ∈ W \ S, e m ≤ (W \ S).card • μ :=
    Finset.sum_le_card_nsmul _ _ _ fun m hm => hW m (Finset.mem_sdiff.mp hm).1
  have h2 : (S \ W).card • μ ≤ ∑ m ∈ S \ W, e m :=
    Finset.card_nsmul_le_sum _ _ _ fun m hm =>
      hS m (Finset.mem_sdiff.mp hm).1 (Finset.mem_sdiff.mp hm).2
  rw [Finset.card_sdiff_comm hc] at h1
  have h3 := Finset.sum_sdiff_sub_sum_sdiff (s₁ := W) (s₂ := S) (f := e)
  linarith

/-- For `0 < k < N` the sine of `π k / N` is positive. -/
theorem sin_pos_of_lt {k N : ℕ} (hk : 0 < k) (hkN : k < N) : 0 < sin (π * k / N) := by
  have hk' : (0 : ℝ) < k := by exact_mod_cast hk
  have hkN' : (k : ℝ) < N := by exact_mod_cast hkN
  have hN : (0 : ℝ) < N := hk'.trans hkN'
  apply Real.sin_pos_of_pos_of_lt_pi (by positivity)
  rw [div_lt_iff₀ hN]
  exact mul_lt_mul_of_pos_left hkN' pi_pos

/-- For `1 ≤ P < N` the lowest energy is attained, and it is `-2 sin(πP/N)/sin(π/N)` times the
cosine of a phase mismatch per site, the total mismatch being at most `π` in size. -/
theorem exists_isLeast {N P : ℕ} (hP : 1 ≤ P) (hPN : P < N) (φ : ℝ) :
    ∃ a : ℤ, |φ + (P - 1) * π + 2 * π * a| ≤ π ∧
      IsLeast (energies N P φ)
        (-2 * sin (π * P / N) / sin (π / N) * cos ((φ + (P - 1) * π + 2 * π * a) / N)) := by
  have hN0 : 0 < N := by omega
  have hN : (0 : ℝ) < N := by exact_mod_cast hN0
  have hNz : (0 : ℤ) < N := by exact_mod_cast hN0
  have hpi := pi_pos
  have hsin : sin (π / N) ≠ 0 := by
    have h := sin_pos_of_lt (k := 1) (N := N) one_pos (by omega)
    rw [Nat.cast_one, mul_one] at h
    exact h.ne'
  -- the first level inside the angular window of width `2πP/N` around zero
  obtain ⟨a, ha1, ha2⟩ : ∃ a : ℤ, -(π * P) ≤ 2 * π * a + φ ∧
      2 * π * a + φ < -(π * P) + 2 * π := by
    refine ⟨⌈(-(π * P) - φ) / (2 * π)⌉, ?_, ?_⟩
    · have h := Int.le_ceil ((-(π * P) - φ) / (2 * π))
      rw [div_le_iff₀ (by positivity)] at h
      linarith
    · have h := sub_lt_iff_lt_add.mpr (Int.ceil_lt_add_one ((-(π * P) - φ) / (2 * π)))
      rw [lt_div_iff₀ (by positivity)] at h
      linarith
  have hcos : ∀ t b : ℝ, |t| ≤ b → b ≤ π → cos b ≤ cos t := fun t b h hb => by
    rw [← Real.cos_abs t]
    exact Real.cos_le_cos_of_nonneg_of_le_pi (abs_nonneg t) hb h
  have hα : π * P / N ≤ π := by
    rw [div_le_iff₀ hN]
    exact mul_le_mul_of_nonneg_left (by exact_mod_cast hPN.le) hpi.le
  have hinj : Set.InjOn (fun j : ℕ => (a + j) % (N : ℤ)) (Finset.range P : Set ℕ) := by
    intro i hi j hj h
    have hi' : i < P := by simpa using hi
    have hj' : j < P := by simpa using hj
    have hd : (N : ℤ) ∣ (a + j) - (a + i) := Int.ModEq.dvd h
    have h0 := Int.eq_zero_of_abs_lt_dvd hd (abs_lt.mpr ⟨by omega, by omega⟩)
    omega
  let W : Finset ℤ := (Finset.range P).image fun j : ℕ => (a + j) % (N : ℤ)
  have hWc : W.card = P := by
    rw [Finset.card_image_of_injOn hinj, Finset.card_range]
  -- the energy of the window, by a telescoping sum
  have tele : ∀ n : ℕ, 2 * sin (π / N) *
      ∑ j ∈ Finset.range n, cos ((2 * π * a + φ) / N + 2 * (π / N) * j)
      = sin ((2 * π * a + φ) / N + (2 * n - 1) * (π / N))
        - sin ((2 * π * a + φ) / N - π / N) := by
    intro n
    induction n with
    | zero => simp [sub_eq_add_neg]
    | succ n ih =>
      rw [Finset.sum_range_succ, mul_add, ih]
      have e1 : (2 * π * a + φ) / N + (2 * ((n + 1 : ℕ) : ℝ) - 1) * (π / N)
          = ((2 * π * a + φ) / N + 2 * (π / N) * n) + π / N := by push_cast; ring
      have e2 : (2 * π * a + φ) / N + (2 * (n : ℝ) - 1) * (π / N)
          = ((2 * π * a + φ) / N + 2 * (π / N) * n) - π / N := by ring
      rw [e1, e2, Real.sin_add _ (π / N), Real.sin_sub _ (π / N)]
      ring
  have hWE : ∑ m ∈ W, level N φ m = -2 * sin (π * P / N) / sin (π / N) *
      cos ((φ + (P - 1) * π + 2 * π * a) / N) := by
    have hs : ∑ m ∈ W, level N φ m = -2 *
        ∑ j ∈ Finset.range P, cos ((2 * π * a + φ) / N + 2 * (π / N) * j) := by
      rw [Finset.sum_image hinj, Finset.mul_sum]
      refine Finset.sum_congr rfl fun j _ => ?_
      rw [level_emod hN0, level]
      congr 2
      push_cast
      ring
    have key := tele P
    have e1 : (2 * π * a + φ) / N + (2 * (P : ℝ) - 1) * (π / N)
        = (φ + (P - 1) * π + 2 * π * a) / N + π * P / N := by ring
    have e2 : (2 * π * a + φ) / N - π / N
        = (φ + (P - 1) * π + 2 * π * a) / N - π * P / N := by ring
    rw [e1, e2, Real.sin_add, Real.sin_sub] at key
    rw [hs, div_mul_eq_mul_div, eq_div_iff hsin]
    linear_combination -key
  refine ⟨a, abs_le.mpr ⟨by linarith, by linarith⟩, ⟨W, ?_, hWc, hWE⟩, ?_⟩
  · intro m hm
    obtain ⟨j, _, rfl⟩ := Finset.mem_image.mp hm
    exact Finset.mem_Ico.mpr ⟨Int.emod_nonneg _ hNz.ne', Int.emod_lt_of_pos _ hNz⟩
  · rintro E ⟨S, hS, hSc, rfl⟩
    rw [← hWE]
    apply aufbau _ (-2 * cos (π * P / N)) (hWc.trans hSc.symm)
    · -- levels in the window lie at or below the chemical potential
      intro m hm
      obtain ⟨j, hj, rfl⟩ := Finset.mem_image.mp hm
      have hj' : (j : ℝ) + 1 ≤ P := by exact_mod_cast Finset.mem_range.mp hj
      have hj2 := mul_le_mul_of_nonneg_left hj' hpi.le
      have hj0 : 0 ≤ π * (j : ℝ) := by positivity
      rw [level_emod hN0, level]
      have h := hcos ((2 * π * ((a + j : ℤ) : ℝ) + φ) / N) (π * P / N) (by
        rw [abs_div, abs_of_pos hN, div_le_div_iff_of_pos_right hN, abs_le]
        push_cast
        constructor <;> linarith) hα
      linarith
    · -- all other levels lie at or above it
      intro m hm hmW
      obtain ⟨hm0, hmN⟩ := Finset.mem_Ico.mp (hS hm)
      obtain ⟨j, hj⟩ := Int.eq_ofNat_of_zero_le (Int.emod_nonneg (m - a) hNz.ne')
      have hjN := Int.emod_lt_of_pos (m - a) hNz
      have hjm : (a + j) % (N : ℤ) = m := by
        have hd := Int.emod_def (m - a) (N : ℤ)
        have e : a + (j : ℤ) = m + N * (-((m - a) / (N : ℤ))) := by
          linear_combination hd - hj
        rw [e, Int.add_mul_emod_self_left, Int.emod_eq_of_lt hm0 hmN]
      have hPj : P ≤ j := by
        by_contra hlt
        exact hmW (Finset.mem_image.mpr ⟨j, Finset.mem_range.mpr (by omega), hjm⟩)
      have h1 := mul_le_mul_of_nonneg_left (show (P : ℝ) ≤ j by exact_mod_cast hPj) hpi.le
      have h2 := mul_le_mul_of_nonneg_left
        (show (j : ℝ) + 1 ≤ N by exact_mod_cast (show j + 1 ≤ N by omega)) hpi.le
      rw [← hjm, level_emod hN0, level]
      have l1 : π * P / N ≤ (2 * π * ((a + j : ℤ) : ℝ) + φ) / N := by
        rw [div_le_div_iff_of_pos_right hN]
        push_cast
        linarith
      have l2 : (2 * π * ((a + j : ℤ) : ℝ) + φ) / N ≤ 2 * π - π * P / N := by
        have e : (2 * π - π * P / N) * N = 2 * π * N - π * P := by field_simp
        rw [div_le_iff₀ hN, e]
        push_cast
        linarith
      have h := hcos ((2 * π * ((a + j : ℤ) : ℝ) + φ) / N - π) (π - π * P / N)
        (abs_le.mpr ⟨by linarith, by linarith⟩) (by linarith [show 0 ≤ π * P / N by positivity])
      rw [Real.cos_pi_sub, Real.cos_sub_pi] at h
      linarith

/-- Leggett parity effect for free fermions: for `1 ≤ P < N` the ground energy at any flux is at
least `-2 sin(πP/N)/sin(π/N)`, with equality exactly when `φ - (P-1)π` is a multiple of `2π`. -/
theorem leggett_parity {N P : ℕ} (hP : 1 ≤ P) (hPN : P < N) (φ : ℝ) :
    -2 * sin (π * P / N) / sin (π / N) ≤ groundEnergy N P φ ∧
    (groundEnergy N P φ = -2 * sin (π * P / N) / sin (π / N) ↔
      ∃ k : ℤ, φ - (P - 1) * π = 2 * π * k) := by
  obtain ⟨a, ha, hl⟩ := exists_isLeast hP hPN φ
  have hpi := pi_pos
  have hN : (1 : ℝ) ≤ N := by exact_mod_cast (show 1 ≤ N by omega)
  have hB : -2 * sin (π * P / N) / sin (π / N) < 0 := by
    have h1 := sin_pos_of_lt (k := 1) (N := N) one_pos (by omega)
    rw [Nat.cast_one, mul_one] at h1
    have h2 := sin_pos_of_lt hP hPN
    exact div_neg_of_neg_of_pos (by linarith) h1
  rw [groundEnergy, hl.csInf_eq]
  refine ⟨?_, fun h => ?_, ?_⟩
  · nlinarith [Real.cos_le_one ((φ + (P - 1) * π + 2 * π * a) / N)]
  · -- equality forces the phase mismatch to vanish
    have hc : cos ((φ + (P - 1) * π + 2 * π * a) / N) = 1 :=
      mul_left_cancel₀ hB.ne (by rw [h, mul_one])
    have hd : |(φ + (P - 1) * π + 2 * π * a) / N| ≤ π := by
      rw [abs_div, abs_of_pos (by linarith : (0 : ℝ) < N), div_le_iff₀ (by linarith)]
      nlinarith
    obtain ⟨d1, d2⟩ := abs_le.mp hd
    have h0 := (Real.cos_eq_one_iff_of_lt_of_lt (by linarith) (by linarith)).mp hc
    rw [div_eq_zero_iff] at h0
    have h0' := h0.resolve_right (by linarith)
    refine ⟨-a - (P - 1), ?_⟩
    push_cast
    linarith
  · -- at the optimal flux the mismatch is a multiple of `2π` of size at most `π`
    rintro ⟨k, hk⟩
    have e : φ + (P - 1) * π + 2 * π * a = 2 * π * ((k + P - 1 + a : ℤ) : ℝ) := by
      push_cast
      linarith
    rw [e] at ha ⊢
    generalize k + (P : ℤ) - 1 + a = z at ha ⊢
    obtain ⟨z1, z2⟩ := abs_le.mp ha
    have hz1 : (z : ℝ) < 1 := by nlinarith
    have hz2 : (-1 : ℝ) < z := by nlinarith
    have hz1' : z < 1 := by exact_mod_cast hz1
    have hz2' : -1 < z := by exact_mod_cast hz2
    have hz : z = 0 := by omega
    simp [hz]

/-- For `1 ≤ P` and `P + 1 < N`, no flux attains the lower bound on the ground energy
both for `P` and for `P + 1` fermions. -/
theorem no_common_optimal_flux {N P : ℕ} (hP : 1 ≤ P) (hPN : P + 1 < N) (φ : ℝ) :
    ¬ (groundEnergy N P φ = -2 * sin (π * P / N) / sin (π / N) ∧
      groundEnergy N (P + 1) φ = -2 * sin (π * (P + 1 : ℕ) / N) / sin (π / N)) := by
  rintro ⟨h1, h2⟩
  obtain ⟨k, hk⟩ := (leggett_parity hP (by omega) φ).2.mp h1
  obtain ⟨l, hl⟩ := (leggett_parity (by omega) hPN φ).2.mp h2
  push_cast at hl
  have h : (1 : ℝ) = 2 * (k - l) := mul_left_cancel₀ pi_ne_zero (by linarith)
  have h' : (1 : ℤ) = 2 * (k - l) := by exact_mod_cast h
  omega

/-- For an even number `P` of fermions with `1 ≤ P < N`, the ground energy at flux phase `π`
is strictly lower than at zero flux. -/
theorem even_half_flux_lt {N P : ℕ} (hP : 1 ≤ P) (hPN : P < N) (hev : Even P) :
    groundEnergy N P π < groundEnergy N P 0 := by
  obtain ⟨r, hr⟩ := hev
  have hr' : (P : ℝ) = r + r := by exact_mod_cast hr
  have hπ := (leggett_parity hP hPN π).2.mpr ⟨1 - r, by rw [hr']; push_cast; ring⟩
  rw [hπ]
  refine lt_of_le_of_ne (leggett_parity hP hPN 0).1 fun h => ?_
  obtain ⟨k, hk⟩ := (leggett_parity hP hPN 0).2.mp h.symm
  rw [hr'] at hk
  have h1 : (1 : ℝ) - 2 * r = 2 * k := mul_left_cancel₀ pi_ne_zero (by linarith)
  have h2 : (1 : ℤ) - 2 * r = 2 * k := by exact_mod_cast h1
  omega

end LeggettParity
```

```lean
#print axioms LeggettParity.no_common_optimal_flux
#print axioms LeggettParity.even_half_flux_lt
```

```
'LeggettParity.no_common_optimal_flux' depends on axioms: [propext, Classical.choice, Quot.sound]
'LeggettParity.even_half_flux_lt' depends on axioms: [propext, Classical.choice, Quot.sound]
```

## From the angular window to the parity rule

`level_emod` is the periodicity in \(m\): reducing a label modulo \(N\) shifts the angle by a multiple of \(2\pi\). `aufbau` is the exchange argument with \(\mu\), for any set of levels. `sin_pos_of_lt` supplies the signs of the two sines.

`exists_isLeast` contains the main calculation. A ceiling function produces `a`, and `W` consists of the labels \(a+j\) folded back into the range from 0 to \(N-1\). `hinj` checks that folding never merges two of them, so `W` has `P` elements. `tele` proves the telescoping sum by induction, and `hWE` turns it into the formula with \(\cos(\delta/N)\). The last part feeds `aufbau` its two inequalities. For the unfilled levels, the angle is first shifted by \(\pi\), so that the monotonicity of the cosine on \([0,\pi]\) applies.

`leggett_parity` replaces the infimum by this minimum and then argues as above: the negative prefactor gives the bound, and the size of \(\delta\) settles both directions of the equality. In the two corollaries, the flux conditions would force an odd integer to equal an even one, which `omega` refutes.

For non-interacting spinless fermions on a finite uniform ring with \(t>0\), the result also guides the choice of boundary condition in a simulation: periodic for odd \(P\) and antiperiodic for even \(P\) gives the lowest energy that any flux allows.
